# Energy series of the half-filled Hubbard dimer from $-2t$: $U/2$ at first order, $-U^2/(16t)$ at second, $U^4/(1024t^3)$ at fourth, and no other odd orders

For two electrons on two sites, with hopping $t>0$ and on-site repulsion $U$, the perturbation series of the ground-state energy in the repulsion starts at $-2t$. Its first-order term is $U/2$, its second-order term is $-U^2/(16t)$ and its fourth-order term is $U^4/(1024t^3)$. The third order vanishes, and so does every later odd order.

I get this from the matrix in the basis of the doubly occupied bonding and antibonding orbitals, with a parameter $x$ multiplying the repulsion:

$$
H(x)=\begin{pmatrix}-2t+xU/2 & xU/2\\ xU/2 & 2t+xU/2\end{pmatrix}.
$$

Expanding the square root in the lower eigenvalue gives the first few terms. I would like a proof that treats the energy as a formal power series, covers all odd orders at once, and is checked by Lean. Can that be done?

## A quadratic equation fixes every order

Yes. For every real $t\neq0$ and every real $U$, exactly one formal power series $E(x)$ with $E(0)=-2t$ is a root of the characteristic polynomial of $H(x)$, and all its coefficients can be written down. The sign of $t$ matters only for the interpretation: $-2t$ is the lower of the two unperturbed energies when $t>0$.

**The secular equation.** The trace of $H(x)$ is $xU$. Its determinant is $(xU/2)^2-4t^2-(xU/2)^2=-4t^2$. A root therefore satisfies $E^2-xUE-4t^2=0$, or, after completing the square,

$$
\left(E-\tfrac{xU}{2}\right)^2=(2t)^2+\left(\tfrac{xU}{2}\right)^2 .
$$

**Uniqueness.** Let $E$ and $F$ be two roots with constant term $-2t$. Subtracting their equations gives

$$
(E-F)(E+F-xU)=0 .
$$

A product of formal power series over the reals vanishes only if one factor does. The second factor has constant term $-4t\neq0$, so $E=F$.

**An even series.** Let $c_k$ be the Catalan numbers, defined by $c_0=1$ and $c_{k+1}=\sum_{i+j=k}c_ic_j$. For a real number $a$, set

$$
G(x)=\sum_{k\ge0}a^kc_k\,x^{2k}.
$$

The coefficient of $x^{2k}$ in $G^2$ is $\sum_{i+j=k}a^{i+j}c_ic_j=a^kc_{k+1}$, and the odd coefficients are zero. Multiplying by $ax^2$ gives every term of $G$ except the first, so

$$
G=1+ax^2G^2 .
$$

**Existence.** Try $E=-2t+xU/2+4t\,a\,x^2G$. Then

$$
\left(E-\tfrac{xU}{2}\right)^2=4t^2-16t^2ax^2G+16t^2a^2x^4G^2 .
$$

Since $ax^2G^2=G-1$, the last term is $16t^2ax^2(G-1)$, and the right-hand side reduces to $4t^2-16t^2ax^2$. This equals $4t^2+x^2U^2/4$ when $a=-U^2/(64t^2)$.

**The coefficients.** By uniqueness, this $E$ is the only root that starts at $-2t$. Its first-order coefficient is $U/2$, its other odd coefficients vanish, and its coefficient of order $2k+2$ is $4t\,a^{k+1}c_k$. With $c_0=c_1=1$, this gives

$$
4ta=-\frac{U^2}{16t},\qquad 4ta^2=\frac{U^4}{1024t^3}.
$$

## The dimer as a matrix of power series

In the file, `dimer t U` is $H(x)$ as a $2\times2$ matrix with entries in `ℝ⟦X⟧`, the formal power series with real coefficients. The series variable `X` is the parameter $x$, and `C` turns a real number into a constant series. `IsEnergySeries t U E` says that the series `E` is a root of Mathlib's characteristic polynomial of this matrix. The real number $a$ is `ratio t U`, the series $G$ is `catalanEven a`, and the explicit solution is `groundSeries t U`.

The two final theorems, `even_order_energy` and `energy_through_fourth_order`, apply to any energy series `E` under two hypotheses:

- `ht : t ≠ 0` says that hopping separates the two configurations at zeroth order. At $t=0$ they are degenerate, and for $U\neq0$ the roots $0$ and $xU$ share the same constant term.
- `hE0` says that the constant term is $-2t$, which selects the state that grows out of the doubly occupied bonding orbital.

The conclusions concern `coeff n E`, the energy of order $n$ in the repulsion. That such a series exists is the content of `groundSeries_isEnergySeries`.

The matrix is the starting point: the file does not derive it from the second-quantised Hamiltonian. It is one block of the two-electron Hamiltonian. The states with one electron in each orbital change sign when the two sites are exchanged, while the two configurations used here do not, so the two groups do not couple. The states left out have energies $0$ and $xU$, and for $t>0$ and $xU\ge0$ the lower eigenvalue of $H(x)$ is negative, so the ground state lies in this block. The file does not define the Rayleigh–Schrödinger recursion either, although a series produced by that recursion solves the eigenvalue equation order by order and is therefore a root of the same polynomial. Convergence at the physical value $x=1$ is a separate question. Within this two-site, two-configuration model, the formulas provide reference values for testing an implementation of fourth-order perturbation theory in which the hopping is the unperturbed Hamiltonian and the whole repulsion is the perturbation.

```lean
import Mathlib

open PowerSeries

namespace HubbardDimerSeries

noncomputable section

/-- The block of the half-filled Hubbard dimer's Hamiltonian spanned by the doubly occupied bonding
and antibonding orbitals, with the repulsion `U` multiplied by the formal parameter `X`. -/
def dimer (t U : ℝ) : Matrix (Fin 2) (Fin 2) ℝ⟦X⟧ :=
  !![-C (2 * t) + C (U / 2) * X, C (U / 2) * X;
     C (U / 2) * X, C (2 * t) + C (U / 2) * X]

/-- A formal energy series is a root of the characteristic polynomial of the matrix `dimer t U`. -/
def IsEnergySeries (t U : ℝ) (E : ℝ⟦X⟧) : Prop := (dimer t U).charpoly.IsRoot E

/-- The expansion ratio `-U² / (64 t²)`, for `t ≠ 0`. -/
def ratio (t U : ℝ) : ℝ := -(U ^ 2 / (64 * t ^ 2))

/-- The even power series whose coefficient of order `2k` is `a ^ k` times the `k`-th Catalan
number. -/
def catalanEven (a : ℝ) : ℝ⟦X⟧ :=
  PowerSeries.mk fun n => if Even n then a ^ (n / 2) * (catalan (n / 2) : ℝ) else 0

/-- The closed form of the perturbation series that starts at `-2t`, for `t ≠ 0`. -/
def groundSeries (t U : ℝ) : ℝ⟦X⟧ :=
  -C (2 * t) + C (U / 2) * X + C (4 * t * ratio t U) * X ^ 2 * catalanEven (ratio t U)

/-- The secular equation: measured from the mean repulsion, the squared energy is the sum of the
squares of the orbital term and the coupling. -/
theorem isEnergySeries_iff (t U : ℝ) (E : ℝ⟦X⟧) :
    IsEnergySeries t U E ↔
      (E - C (U / 2) * X) ^ 2 = C (2 * t) ^ 2 + (C (U / 2) * X) ^ 2 := by
  have h00 : dimer t U 0 0 = -C (2 * t) + C (U / 2) * X := rfl
  have h01 : dimer t U 0 1 = C (U / 2) * X := rfl
  have h10 : dimer t U 1 0 = C (U / 2) * X := rfl
  have h11 : dimer t U 1 1 = C (2 * t) + C (U / 2) * X := rfl
  rw [IsEnergySeries, Polynomial.IsRoot.def, Matrix.charpoly_fin_two, Matrix.trace_fin_two,
    Matrix.det_fin_two, h00, h01, h10, h11]
  simp only [Polynomial.eval_add, Polynomial.eval_sub, Polynomial.eval_mul,
    Polynomial.eval_pow, Polynomial.eval_X, Polynomial.eval_C]
  constructor <;> intro h <;> linear_combination h

/-- For nonzero hopping, the zeroth-order energy `-2t` determines the whole energy series. -/
theorem energySeries_unique {t U : ℝ} (ht : t ≠ 0) {E F : ℝ⟦X⟧}
    (hE : IsEnergySeries t U E) (hF : IsEnergySeries t U F)
    (hE0 : constantCoeff E = -2 * t) (hF0 : constantCoeff F = -2 * t) : E = F := by
  rw [isEnergySeries_iff] at hE hF
  -- the difference of the two secular equations factors
  have h : (E - F) * (E + F - 2 * (C (U / 2) * X)) = 0 := by linear_combination hE - hF
  rcases mul_eq_zero.mp h with h | h
  · exact sub_eq_zero.mp h
  · have h0 := congrArg constantCoeff h
    simp only [map_add, map_sub, map_mul, map_zero, constantCoeff_X, mul_zero, hE0, hF0] at h0
    exact absurd (by linarith) ht

lemma coeff_even (a : ℝ) (k : ℕ) : coeff (2 * k) (catalanEven a) = a ^ k * (catalan k : ℝ) := by
  have h : 2 * k / 2 = k := by omega
  rw [catalanEven, coeff_mk, if_pos (even_two_mul k), h]

lemma coeff_odd (a : ℝ) (k : ℕ) : coeff (2 * k + 1) (catalanEven a) = 0 := by
  have h : ¬ Even (2 * k + 1) := by rw [Nat.even_iff]; omega
  rw [catalanEven, coeff_mk, if_neg h]

lemma coeff_sq_even (a : ℝ) (k : ℕ) :
    coeff (2 * k) (catalanEven a ^ 2) = a ^ k * (catalan (k + 1) : ℝ) := by
  rw [sq, coeff_mul, catalan_succ', Nat.cast_sum, Finset.mul_sum]
  symm
  -- only pairs of even orders contribute
  apply Finset.sum_of_injOn (fun p : ℕ × ℕ => (2 * p.1, 2 * p.2))
  · rintro ⟨i, j⟩ _ ⟨m, l⟩ _ h
    simp only [Prod.mk.injEq] at h ⊢
    omega
  · rintro ⟨i, j⟩ h
    have h' : i + j = k :=
      Finset.HasAntidiagonal.mem_antidiagonal.mp (Finset.mem_coe.mp h)
    exact Finset.mem_coe.mpr
      (Finset.HasAntidiagonal.mem_antidiagonal.mpr (show 2 * i + 2 * j = 2 * k by omega))
  · rintro ⟨i, j⟩ h hn
    have h' : i + j = 2 * k := Finset.HasAntidiagonal.mem_antidiagonal.mp h
    obtain ⟨m, rfl | rfl⟩ := Nat.even_or_odd' i
    · exact (hn ⟨(m, k - m), Finset.mem_coe.mpr
          (Finset.HasAntidiagonal.mem_antidiagonal.mpr (show m + (k - m) = k by omega)),
        by simp only [Prod.mk.injEq, true_and]; omega⟩).elim
    · simp only [coeff_odd, zero_mul]
  · rintro ⟨i, j⟩ h
    have h' : i + j = k := Finset.HasAntidiagonal.mem_antidiagonal.mp h
    subst h'
    simp only [coeff_even, Nat.cast_mul, pow_add]
    ring

lemma coeff_sq_odd (a : ℝ) (k : ℕ) : coeff (2 * k + 1) (catalanEven a ^ 2) = 0 := by
  rw [sq, coeff_mul]
  apply Finset.sum_eq_zero
  rintro ⟨i, j⟩ h
  have h' : i + j = 2 * k + 1 := Finset.HasAntidiagonal.mem_antidiagonal.mp h
  obtain ⟨m, rfl | rfl⟩ := Nat.even_or_odd' i
  · obtain ⟨l, rfl⟩ : ∃ l, j = 2 * l + 1 := ⟨k - m, by omega⟩
    simp only [coeff_odd, mul_zero]
  · simp only [coeff_odd, zero_mul]

/-- The Catalan recursion as a quadratic equation for the even series. -/
theorem catalanEven_eq (a : ℝ) :
    catalanEven a = 1 + C a * X ^ 2 * catalanEven a ^ 2 := by
  ext n
  rw [map_add, mul_assoc, coeff_C_mul, coeff_X_pow_mul', coeff_one]
  obtain ⟨k, rfl | rfl⟩ := Nat.even_or_odd' n
  · rcases k with _ | k
    · rw [coeff_even]
      simp
    · have h1 : ¬ 2 * (k + 1) = 0 := by omega
      have h2 : 2 ≤ 2 * (k + 1) := by omega
      have h3 : 2 * (k + 1) - 2 = 2 * k := by omega
      rw [if_neg h1, if_pos h2, h3, coeff_sq_even, coeff_even]
      ring
  · rcases k with _ | k
    · rw [coeff_odd]
      simp
    · have h1 : ¬ 2 * (k + 1) + 1 = 0 := by omega
      have h2 : 2 ≤ 2 * (k + 1) + 1 := by omega
      have h3 : 2 * (k + 1) + 1 - 2 = 2 * k + 1 := by omega
      rw [if_neg h1, if_pos h2, h3, coeff_sq_odd, coeff_odd]
      ring

/-- For nonzero hopping, the closed form is an energy series with zeroth-order energy `-2t`. -/
theorem groundSeries_isEnergySeries {t : ℝ} (ht : t ≠ 0) (U : ℝ) :
    IsEnergySeries t U (groundSeries t U) ∧ constantCoeff (groundSeries t U) = -2 * t := by
  constructor
  · have key : ∀ s u a : ℝ, u ^ 2 + (s + s) ^ 2 * a = 0 →
        (C u : ℝ⟦X⟧) ^ 2 + (C s + C s) ^ 2 * C a = 0 := by
      intro s u a h
      have h' := congrArg (fun r : ℝ => (C r : ℝ⟦X⟧)) h
      simpa only [map_add, map_mul, map_pow, map_zero] using h'
    have hr : (2 * t + 2 * t) ^ 2 * ratio t U = -(U / 2) ^ 2 := by
      unfold ratio
      field_simp
      ring
    have h2 := key (2 * t) (U / 2) (ratio t U) (by linarith)
    have h1 : (C (4 * t * ratio t U) : ℝ⟦X⟧) = 2 * C (2 * t) * C (ratio t U) := by
      rw [show 4 * t * ratio t U = (2 * t + 2 * t) * ratio t U by ring, map_mul, map_add]
      ring
    rw [isEnergySeries_iff, groundSeries, h1]
    -- insert the quadratic equation of the Catalan series
    linear_combination (-4 * C (2 * t) ^ 2 * C (ratio t U) * X ^ 2) *
      catalanEven_eq (ratio t U) - X ^ 2 * h2
  · simp only [groundSeries, map_add, map_neg, map_mul, map_pow, constantCoeff_C,
      constantCoeff_X]
    ring

lemma coeff_groundSeries (t U : ℝ) (n : ℕ) :
    coeff (n + 2) (groundSeries t U) =
      4 * t * ratio t U * coeff n (catalanEven (ratio t U)) := by
  have h1 : coeff (n + 2) (C (2 * t) : ℝ⟦X⟧) = 0 := by
    rw [coeff_C, if_neg (by omega)]
  have h2 : coeff (n + 2) (C (U / 2) * X : ℝ⟦X⟧) = 0 := by
    rw [coeff_C_mul, coeff_X, if_neg (by omega), mul_zero]
  rw [groundSeries, map_add, map_add, map_neg, h1, h2, mul_assoc (C _), coeff_C_mul,
    coeff_X_pow_mul]
  ring

/-- For nonzero hopping, the energy of order `2k + 2` in the series starting at `-2t` is
`4t (-U² / (64 t²)) ^ (k + 1)` times the `k`-th Catalan number. -/
theorem even_order_energy {t U : ℝ} (ht : t ≠ 0) {E : ℝ⟦X⟧}
    (hE : IsEnergySeries t U E) (hE0 : constantCoeff E = -2 * t) (k : ℕ) :
    coeff (2 * k + 2) E = 4 * t * (-(U ^ 2 / (64 * t ^ 2))) ^ (k + 1) * (catalan k : ℝ) := by
  obtain ⟨hG, hG0⟩ := groundSeries_isEnergySeries ht U
  rw [energySeries_unique ht hE hG hE0 hG0, coeff_groundSeries, coeff_even, ratio]
  ring

/-- For nonzero hopping, the energy series starting at `-2t` has first-order term `U/2`, no other
odd orders, second-order term `-U² / (16 t)` and fourth-order term `U⁴ / (1024 t³)`. -/
theorem energy_through_fourth_order {t U : ℝ} (ht : t ≠ 0) {E : ℝ⟦X⟧}
    (hE : IsEnergySeries t U E) (hE0 : constantCoeff E = -2 * t) :
    coeff 1 E = U / 2 ∧ (∀ n, Odd n → n ≠ 1 → coeff n E = 0) ∧
      coeff 2 E = -U ^ 2 / (16 * t) ∧ coeff 4 E = U ^ 4 / (1024 * t ^ 3) := by
  obtain ⟨hG, hG0⟩ := groundSeries_isEnergySeries ht U
  have hEG := energySeries_unique ht hE hG hE0 hG0
  refine ⟨?_, ?_, ?_, ?_⟩
  · have h1 : coeff 1 (C (2 * t) : ℝ⟦X⟧) = 0 := by
      rw [coeff_C, if_neg (by omega)]
    have h2 : coeff 1 (C (U / 2) * X : ℝ⟦X⟧) = U / 2 := by
      rw [coeff_C_mul, coeff_X, if_pos rfl, mul_one]
    rw [hEG, groundSeries, map_add, map_add, map_neg, h1, h2, mul_assoc (C _), coeff_C_mul,
      coeff_X_pow_mul', if_neg (by omega)]
    ring
  · rintro n ⟨k, rfl⟩ hn
    obtain ⟨j, rfl⟩ : ∃ j, k = j + 1 := ⟨k - 1, by omega⟩
    rw [hEG, show 2 * (j + 1) + 1 = (2 * j + 1) + 2 by ring, coeff_groundSeries, coeff_odd,
      mul_zero]
  · have h := even_order_energy ht hE hE0 0
    simp only [mul_zero, zero_add, pow_one, catalan_zero, Nat.cast_one, mul_one] at h
    rw [h]
    field_simp
    ring
  · have h : coeff 4 E = 4 * t * (-(U ^ 2 / (64 * t ^ 2))) ^ 2 * (catalan 1 : ℝ) :=
      even_order_energy ht hE hE0 1
    rw [h, catalan_one, Nat.cast_one, mul_one]
    field_simp
    ring

end

end HubbardDimerSeries
```

```lean
#print axioms HubbardDimerSeries.energy_through_fourth_order
```

```
'HubbardDimerSeries.energy_through_fourth_order' depends on axioms: [propext, Classical.choice, Quot.sound]
```

## From the secular equation to the coefficients in Lean

`isEnergySeries_iff` is the secular equation. It uses Mathlib's formula for the characteristic polynomial of a $2\times2$ matrix in terms of trace and determinant, and evaluates it at `E`. In each direction, `linear_combination h` then confirms that the result and the completed square differ only by algebra.

`energySeries_unique` follows the factorisation above. The product is zero, so `mul_eq_zero` leaves two cases. The first gives `E = F`. In the second, taking constant terms would force $t=0$, which contradicts `ht`.

The next four lemmas compute coefficients of $G$ and $G^2$:

- `coeff_even` and `coeff_odd` read them off from the definition of $G$.
- `coeff_sq_even` handles the sum over pairs of orders that add up to $2k$. Pairs with odd entries contribute nothing, and `Finset.sum_of_injOn` matches the remaining pairs $(2i,2j)$ with the pairs $(i,j)$ in the Catalan recursion `catalan_succ'`.
- `coeff_sq_odd` uses the fact that two orders with an odd sum cannot both be even, so each product contains a vanishing factor.

`catalanEven_eq` combines these into $G=1+ax^2G^2$ by comparing coefficients at every order, with even and odd orders treated separately.

`groundSeries_isEnergySeries` is the existence step. The auxiliary statement `key` carries the real identity $(U/2)^2+16t^2a=0$ over to constant power series. The closing `linear_combination` then adds $-16t^2ax^2$ times the equation for $G$ and subtracts $x^2$ times that identity. These are the two substitutions made by hand: first $ax^2G^2=G-1$, then the value of $a$.

`coeff_groundSeries` says that the coefficient of order $n+2$ in the explicit solution is $4ta$ times the coefficient of order $n$ in $G$. In `even_order_energy`, uniqueness replaces an arbitrary `E` by the explicit solution, and this shift gives the formula for order $2k+2$. `energy_through_fourth_order` computes the first-order coefficient directly, obtains the vanishing odd orders from `coeff_odd`, and sets $k=0$ and $k=1$ in the general formula for orders two and four.
